# The derivative coupling of two-state exciton-polaritons in terms of detuning and light-matter coupling

## Exciton, photon and mixing angle

Let $R$ be a nuclear coordinate of a molecule in an optical cavity. Two states are close in energy: the molecule excited with the cavity empty (the exciton), and the molecule in its ground state with one photon in the cavity. Write $\Delta(R)$ for the exciton energy minus the photon-state energy, and $g(R)$ for the real coupling between the two states. With energies measured from the mean of the two bare values, and with the exciton as first basis vector, the Hamiltonian is

$$H=\begin{pmatrix}\Delta/2 & g\\ g & -\Delta/2\end{pmatrix}.$$

The polariton vectors are written with a mixing angle $\theta(R)$:

$$u_+=(\cos\theta,\ \sin\theta),\qquad u_-=(-\sin\theta,\ \cos\theta),\qquad \Delta\sin2\theta=2g\cos2\theta .$$

The last equation, the mixing relation, says that $H$ has no matrix element between $u_+$ and $u_-$. It does not say which of them lies higher. The signs in $u_\pm$ are therefore labels, not the usual "upper" and "lower", and the energy $E$ of $u_+$ may be negative.

## What moves population between polaritons

As the nuclei move, the polariton vectors rotate, and this rotation can transfer population from one polariton surface to the other. Its strength is the derivative coupling $d=\langle u_-,u_+'\rangle$, where a prime means $d/dR$. In a surface-hopping simulation of this two-state model with the amplitudes written in the polariton basis, $d$ times the nuclear velocity enters the equations for the amplitudes.

The problem is to express $d$ through $\Delta$, $g$ and their slopes, without the angle. If $\Delta$, $g$ and $\theta$ are differentiable at $R$, the mixing relation holds near $R$, and $\Delta$ and $g$ are not both zero at $R$, then

$$d=\frac{g'\Delta-g\Delta'}{\Delta^2+4g^2},\qquad\text{and at resonance }(\Delta=0):\quad d=-\frac{\Delta'}{4g}.$$

The condition $(\Delta,g)\neq(0,0)$ means that the two polaritons are not degenerate at $R$.

## The statement in Lean's terms

Vectors have type `Fin 2 → ℝ`, `⬝ᵥ` is the dot product, and `*ᵥ` applies a matrix to a vector. The definition `derivativeCoupling` takes the dot product of $u_-$ with the actual derivative of the vector function $u_+(\theta(r))$ at $R$; that this equals $\theta'$ is a theorem.

In `derivativeCoupling_formula`, `Δ'` and `g'` are real numbers, tied to the functions by `HasDerivAt Δ Δ' R` and `HasDerivAt g g' R`. The hypothesis `∀ᶠ r in 𝓝 R` asks for the mixing relation on some neighbourhood of $R$, so a relation that holds everywhere is a special case. Differentiability of $\theta$ is assumed, not derived from that of $\Delta$ and $g$.

The matrix `polaritonH Δ' g'` stands for $H'$, since the entries of $H$ are linear in $\Delta$ and $g$. The model keeps only two basis states and treats them as fixed along $R$.

## Derivation

**Eigenvectors and energies.** The vectors $u_\pm$ are orthonormal because $\sin^2\theta+\cos^2\theta=1$. Direct multiplication gives

$$\langle u_+,Hu_+\rangle=\tfrac{\Delta}{2}\cos2\theta+g\sin2\theta=:E,\qquad \langle u_-,Hu_+\rangle=g\cos2\theta-\tfrac{\Delta}{2}\sin2\theta=0,$$

where the zero is the mixing relation. Hence $Hu_+=Eu_+$. Since $H$ is symmetric with zero trace, $Hu_-=-Eu_-$. The squares of the two expressions above add up to $(\Delta/2)^2+g^2$, and the second expression vanishes, so $|E|=\sqrt{(\Delta/2)^2+g^2}$.

**The coupling is the rate of rotation.** Differentiating $u_+$ gives $u_+'=\theta'(-\sin\theta,\cos\theta)=\theta'u_-$, and therefore $d=\theta'$.

**Differentiating the mixing relation.** The product and chain rules give

$$\Delta'\sin2\theta+2\Delta\cos2\theta\,\theta'=2g'\cos2\theta-4g\sin2\theta\,\theta'.$$

Collect the terms in $\theta'$ and divide by 2:

$$g'\cos2\theta-\tfrac{\Delta'}{2}\sin2\theta=(\Delta\cos2\theta+2g\sin2\theta)\,\theta'=2E\,d.$$

The left side is $\langle u_-,H'u_+\rangle$, by the same multiplication as before with $H'$ in place of $H$. This is the off-diagonal Hellmann–Feynman relation, with $2E$ as the energy of $u_+$ minus that of $u_-$.

**Removing the angle.** The mixing relation gives

$$2E\cos2\theta=\Delta\cos^22\theta+2g\sin2\theta\cos2\theta=\Delta(\cos^22\theta+\sin^22\theta)=\Delta,$$

$$2E\sin2\theta=\Delta\sin2\theta\cos2\theta+2g\sin^22\theta=2g(\cos^22\theta+\sin^22\theta)=2g.$$

Multiply the Hellmann–Feynman relation by $2E$ and use $(2E)^2=\Delta^2+4g^2$:

$$(\Delta^2+4g^2)\,d=g'\Delta-g\Delta'.$$

The bracket is nonzero by assumption, so division gives the formula. For $\Delta=0$ and $g\neq0$ it becomes $-g\Delta'/(4g^2)=-\Delta'/(4g)$.

## A linear sweep through resonance, with numbers

For $\Delta=\alpha R$ and constant $g\neq0$, the angle $\theta=\pi/4-\tfrac12\arctan(\alpha R/2g)$ satisfies all the hypotheses, and

$$d=-\frac{g\alpha}{(\alpha R)^2+4g^2},$$

which is a Lorentzian in $R$ when $\alpha\neq0$.

Take $\alpha=0.4$ eV/Å and $g=0.1$ eV. At $R=0$ the coupling is $-0.4/(4\cdot0.1)=-1$ Å$^{-1}$. At $R=0.5$ Å the detuning is $0.2$ eV, so

$$d=-\frac{0.04}{0.04+0.04}=-0.5\ \text{Å}^{-1},$$

half the value at resonance. The Hellmann–Feynman relation agrees: here $2\theta=\pi/4$, the matrix element of $H'$ is $-0.2\cdot0.7071=-0.1414$ eV/Å, the energy difference is $2E=0.2828$ eV, and their ratio is $-0.5$ Å$^{-1}$.

## The complete Lean file

```lean
import Mathlib

open Matrix Topology

namespace PolaritonDerivativeCoupling

noncomputable section

/-- The exciton-photon Hamiltonian with detuning `Δ` and coupling `g`, measured from the
mean of the two bare energies. -/
def polaritonH (Δ g : ℝ) : Matrix (Fin 2) (Fin 2) ℝ := !![Δ / 2, g; g, -Δ / 2]

/-- The polariton vector `(cos θ, sin θ)` with mixing angle `θ`. -/
def uPlus (θ : ℝ) : Fin 2 → ℝ := ![Real.cos θ, Real.sin θ]

/-- The polariton vector `(-sin θ, cos θ)` with mixing angle `θ`. -/
def uMinus (θ : ℝ) : Fin 2 → ℝ := ![-Real.sin θ, Real.cos θ]

/-- The energy expectation value of `uPlus θ`, written with the doubled mixing angle. -/
def branchEnergy (Δ g θ : ℝ) : ℝ := Δ / 2 * Real.cos (2 * θ) + g * Real.sin (2 * θ)

/-- The derivative coupling `⟨u₋, du₊/dR⟩` at the nuclear coordinate `R`, for a mixing angle
`θ` that is differentiable at `R`. -/
def derivativeCoupling (θ : ℝ → ℝ) (R : ℝ) : ℝ :=
  uMinus (θ R) ⬝ᵥ deriv (fun r => uPlus (θ r)) R

/-- The two polariton vectors are normalised and mutually orthogonal. -/
theorem polariton_orthonormal (θ : ℝ) :
    uPlus θ ⬝ᵥ uPlus θ = 1 ∧ uMinus θ ⬝ᵥ uMinus θ = 1 ∧ uMinus θ ⬝ᵥ uPlus θ = 0 := by
  have p := Real.sin_sq_add_cos_sq θ
  refine ⟨?_, ?_, ?_⟩ <;> simp only [uPlus, uMinus, dotProduct, Fin.sum_univ_two,
    Matrix.cons_val_zero, Matrix.cons_val_one]
  · linear_combination p
  · linear_combination p
  · ring

/-- If the mixing angle obeys `Δ sin 2θ = 2g cos 2θ`, the polariton vectors are eigenvectors
of the Hamiltonian with opposite energies. -/
theorem polariton_eigenvectors {Δ g θ : ℝ}
    (hmix : Δ * Real.sin (2 * θ) = 2 * g * Real.cos (2 * θ)) :
    polaritonH Δ g *ᵥ uPlus θ = branchEnergy Δ g θ • uPlus θ ∧
      polaritonH Δ g *ᵥ uMinus θ = (-branchEnergy Δ g θ) • uMinus θ := by
  have p := Real.sin_sq_add_cos_sq θ
  rw [Real.sin_two_mul, Real.cos_two_mul'] at hmix
  -- the two components of the eigenvalue equation
  have h1 : Δ / 2 * Real.cos θ + g * Real.sin θ = branchEnergy Δ g θ * Real.cos θ := by
    rw [branchEnergy, Real.sin_two_mul, Real.cos_two_mul']
    linear_combination (Real.sin θ / 2) * hmix - (Δ / 2 * Real.cos θ + g * Real.sin θ) * p
  have h2 : g * Real.cos θ - Δ / 2 * Real.sin θ = branchEnergy Δ g θ * Real.sin θ := by
    rw [branchEnergy, Real.sin_two_mul, Real.cos_two_mul']
    linear_combination (-Real.cos θ / 2) * hmix - (g * Real.cos θ - Δ / 2 * Real.sin θ) * p
  constructor
  · ext i
    fin_cases i <;> simp [polaritonH, uPlus, Matrix.mulVec, dotProduct, Fin.sum_univ_two]
    · linear_combination h1
    · linear_combination h2
  · ext i
    fin_cases i <;> simp [polaritonH, uMinus, Matrix.mulVec, dotProduct, Fin.sum_univ_two]
    · linear_combination h2
    · linear_combination -h1

/-- If the mixing angle obeys `Δ sin 2θ = 2g cos 2θ`, the branch energy has magnitude
`√((Δ/2)² + g²)`. -/
theorem abs_branchEnergy {Δ g θ : ℝ}
    (hmix : Δ * Real.sin (2 * θ) = 2 * g * Real.cos (2 * θ)) :
    |branchEnergy Δ g θ| = √((Δ / 2) ^ 2 + g ^ 2) := by
  have p := Real.sin_sq_add_cos_sq (2 * θ)
  rw [← Real.sqrt_sq_eq_abs]
  congr 1
  rw [branchEnergy]
  linear_combination ((Δ / 2) ^ 2 + g ^ 2) * p -
    ((Δ * Real.sin (2 * θ) - 2 * g * Real.cos (2 * θ)) / 4) * hmix

/-- When the mixing angle changes at rate `θ'`, the vector `u₊` changes at rate `θ' u₋`. -/
theorem hasDerivAt_uPlus {θ : ℝ → ℝ} {θ' R : ℝ} (h : HasDerivAt θ θ' R) :
    HasDerivAt (fun r => uPlus (θ r)) (θ' • uMinus (θ R)) R := by
  refine hasDerivAt_pi.2 (Fin.forall_fin_two.2 ⟨?_, ?_⟩)
  · refine h.cos.congr_deriv ?_
    show -Real.sin (θ R) * θ' = θ' * -Real.sin (θ R)
    ring
  · refine h.sin.congr_deriv ?_
    show Real.cos (θ R) * θ' = θ' * Real.cos (θ R)
    ring

/-- For a differentiable mixing angle, the derivative coupling is the rate of change of
that angle. -/
theorem derivativeCoupling_eq_deriv {θ : ℝ → ℝ} {R : ℝ} (hθ : DifferentiableAt ℝ θ R) :
    derivativeCoupling θ R = deriv θ R := by
  rw [derivativeCoupling, (hasDerivAt_uPlus hθ.hasDerivAt).deriv, dotProduct_smul,
    (polariton_orthonormal (θ R)).2.1, smul_eq_mul, mul_one]

/-- Off-diagonal Hellmann-Feynman relation: for differentiable `Δ`, `g`, `θ` obeying the mixing
relation near `R`, the matrix element of the Hamiltonian's derivative between `u₋` and `u₊` is
the energy difference `2E` times the derivative coupling. -/
theorem offdiagonal_hellmann_feynman {Δ g θ : ℝ → ℝ} {Δ' g' R : ℝ}
    (hΔ : HasDerivAt Δ Δ' R) (hg : HasDerivAt g g' R) (hθ : DifferentiableAt ℝ θ R)
    (hmix : ∀ᶠ r in 𝓝 R, Δ r * Real.sin (2 * θ r) = 2 * g r * Real.cos (2 * θ r)) :
    uMinus (θ R) ⬝ᵥ (polaritonH Δ' g' *ᵥ uPlus (θ R)) =
      2 * branchEnergy (Δ R) (g R) (θ R) * derivativeCoupling θ R := by
  have hM : uMinus (θ R) ⬝ᵥ (polaritonH Δ' g' *ᵥ uPlus (θ R)) =
      g' * Real.cos (2 * θ R) - Δ' / 2 * Real.sin (2 * θ R) := by
    rw [Real.sin_two_mul, Real.cos_two_mul']
    simp [polaritonH, uPlus, uMinus, Matrix.mulVec, dotProduct, Fin.sum_univ_two]
    ring
  -- differentiate both sides of the mixing relation
  have h2 := hθ.hasDerivAt.const_mul 2
  have hL := hΔ.fun_mul h2.sin
  have hR := (hg.const_mul 2).fun_mul h2.cos
  have key := hL.unique (hR.congr_of_eventuallyEq hmix)
  rw [hM, derivativeCoupling_eq_deriv hθ, branchEnergy]
  linear_combination (-1 / 2) * key

/-- Let `Δ`, `g`, `θ` be differentiable at `R`, with the mixing relation holding near `R` and
`Δ`, `g` not both zero at `R`. Then the derivative coupling is
`(g' Δ - g Δ') / (Δ² + 4g²)`. -/
theorem derivativeCoupling_formula {Δ g θ : ℝ → ℝ} {Δ' g' R : ℝ}
    (hΔ : HasDerivAt Δ Δ' R) (hg : HasDerivAt g g' R) (hθ : DifferentiableAt ℝ θ R)
    (hmix : ∀ᶠ r in 𝓝 R, Δ r * Real.sin (2 * θ r) = 2 * g r * Real.cos (2 * θ r))
    (hne : (Δ R, g R) ≠ (0, 0)) :
    derivativeCoupling θ R = (g' * Δ R - g R * Δ') / (Δ R ^ 2 + 4 * g R ^ 2) := by
  have hden : Δ R ^ 2 + 4 * g R ^ 2 ≠ 0 := by
    intro h0
    have hd : Δ R ^ 2 = 0 := by linarith [sq_nonneg (Δ R), sq_nonneg (g R)]
    have hc : g R ^ 2 = 0 := by linarith [sq_nonneg (Δ R), sq_nonneg (g R)]
    exact hne (Prod.ext (pow_eq_zero_iff two_ne_zero |>.1 hd)
      (pow_eq_zero_iff two_ne_zero |>.1 hc))
  have hF : g' * Real.cos (2 * θ R) - Δ' / 2 * Real.sin (2 * θ R) =
      2 * branchEnergy (Δ R) (g R) (θ R) * derivativeCoupling θ R := by
    rw [← offdiagonal_hellmann_feynman hΔ hg hθ hmix, Real.sin_two_mul, Real.cos_two_mul']
    simp [polaritonH, uPlus, uMinus, Matrix.mulVec, dotProduct, Fin.sum_univ_two]
    ring
  have hm := hmix.self_of_nhds
  have p := Real.sin_sq_add_cos_sq (2 * θ R)
  rw [branchEnergy] at hF
  rw [eq_div_iff hden]
  generalize Real.sin (2 * θ R) = s at *
  generalize Real.cos (2 * θ R) = c at *
  -- the energy gap `Δ c + 2 g s` converts the angle back into `Δ` and `g`
  have h1 : (Δ R * c + 2 * g R * s) ^ 2 = Δ R ^ 2 + 4 * g R ^ 2 := by
    linear_combination (Δ R ^ 2 + 4 * g R ^ 2) * p - (Δ R * s - 2 * g R * c) * hm
  have h2 : c * (Δ R * c + 2 * g R * s) = Δ R := by
    linear_combination Δ R * p - s * hm
  have h3 : s * (Δ R * c + 2 * g R * s) = 2 * g R := by
    linear_combination 2 * g R * p + c * hm
  linear_combination (-derivativeCoupling θ R) * h1 - (Δ R * c + 2 * g R * s) * hF +
    g' * h2 - Δ' / 2 * h3

/-- At resonance, `Δ = 0` with `g ≠ 0`, the derivative coupling is `-Δ' / (4g)`, for
differentiable `Δ`, `g`, `θ` obeying the mixing relation near `R`. -/
theorem derivativeCoupling_resonance {Δ g θ : ℝ → ℝ} {Δ' g' R : ℝ}
    (hΔ : HasDerivAt Δ Δ' R) (hg : HasDerivAt g g' R) (hθ : DifferentiableAt ℝ θ R)
    (hmix : ∀ᶠ r in 𝓝 R, Δ r * Real.sin (2 * θ r) = 2 * g r * Real.cos (2 * θ r))
    (hres : Δ R = 0) (hg0 : g R ≠ 0) :
    derivativeCoupling θ R = -Δ' / (4 * g R) := by
  rw [derivativeCoupling_formula hΔ hg hθ hmix (fun h => hg0 (congrArg Prod.snd h)), hres,
    div_eq_div_iff (by positivity) (by positivity)]
  ring

/-- The mixing angle for the linear detuning `Δ = α r` at constant coupling `g ≠ 0`. -/
def sweepAngle (α g r : ℝ) : ℝ := Real.pi / 4 - Real.arctan (α * r / (2 * g)) / 2

/-- For the linear detuning `Δ = α r` and constant `g ≠ 0`, the angle `sweepAngle` is
differentiable and obeys the mixing relation everywhere. -/
theorem sweepAngle_witness (α : ℝ) {g : ℝ} (hg : g ≠ 0) :
    Differentiable ℝ (sweepAngle α g) ∧ ∀ r, α * r * Real.sin (2 * sweepAngle α g r) =
      2 * g * Real.cos (2 * sweepAngle α g r) := by
  constructor
  · have h : Differentiable ℝ (fun r : ℝ => α * r / (2 * g)) := by fun_prop
    exact (h.arctan.div_const 2).const_sub (Real.pi / 4)
  · intro r
    have hx : 2 * g * (α * r / (2 * g)) = α * r := by field_simp
    have ha : 2 * sweepAngle α g r = Real.pi / 2 - Real.arctan (α * r / (2 * g)) := by
      rw [sweepAngle]
      ring
    rw [ha, Real.sin_pi_div_two_sub, Real.cos_pi_div_two_sub]
    generalize α * r / (2 * g) = x at hx ⊢
    rw [Real.sin_arctan, Real.cos_arctan]
    linear_combination (-(1 / √(1 + x ^ 2))) * hx

/-- For the linear detuning `Δ = α r` and constant `g ≠ 0`, the derivative coupling for the angle
`sweepAngle` is `-g α / ((α r)² + 4g²)`. -/
theorem linear_sweep_coupling (α r : ℝ) {g : ℝ} (hg : g ≠ 0) :
    derivativeCoupling (sweepAngle α g) r = -(g * α) / ((α * r) ^ 2 + 4 * g ^ 2) := by
  obtain ⟨hd, hm⟩ := sweepAngle_witness α hg
  have hΔ : HasDerivAt (fun x : ℝ => α * x) α r := by
    simpa using (hasDerivAt_id' r).const_mul α
  have h := derivativeCoupling_formula hΔ (hasDerivAt_const r g) (hd r)
    (Filter.Eventually.of_forall hm) (fun h => hg (congrArg Prod.snd h))
  refine h.trans ?_
  show (0 * (α * r) - g * α) / ((α * r) ^ 2 + 4 * g ^ 2) = _
  rw [zero_mul, zero_sub]

end

end PolaritonDerivativeCoupling
```

```lean
#print axioms PolaritonDerivativeCoupling.polariton_eigenvectors
#print axioms PolaritonDerivativeCoupling.abs_branchEnergy
#print axioms PolaritonDerivativeCoupling.derivativeCoupling_resonance
#print axioms PolaritonDerivativeCoupling.linear_sweep_coupling
```

```
'PolaritonDerivativeCoupling.polariton_eigenvectors' depends on axioms: [propext, Classical.choice, Quot.sound]
'PolaritonDerivativeCoupling.abs_branchEnergy' depends on axioms: [propext, Classical.choice, Quot.sound]
'PolaritonDerivativeCoupling.derivativeCoupling_resonance' depends on axioms: [propext, Classical.choice, Quot.sound]
'PolaritonDerivativeCoupling.linear_sweep_coupling' depends on axioms: [propext, Classical.choice, Quot.sound]
```

## From eigenvectors to the rotation rate

`polariton_orthonormal` reduces each dot product to the Pythagorean identity or to a cancellation. `polariton_eigenvectors` works by components: `h1` and `h2` are the two entries of $Hu_+=Eu_+$, and the same two equations, one with its sign reversed, give the entries for $u_-$. The tactic `linear_combination` checks that a goal follows from known equations with the stated multipliers. In `abs_branchEnergy` it verifies the sum-of-squares argument for $E^2$.

`hasDerivAt_uPlus` differentiates the two components separately and obtains $\theta'u_-$. `derivativeCoupling_eq_deriv` then uses $\langle u_-,u_-\rangle=1$ to conclude $d=\theta'$.

## Differentiating an equation that holds near a point

The central device is in `offdiagonal_hellmann_feynman`. Equality of two functions at $R$ alone says nothing about their slopes, whereas equality on a neighbourhood makes the slopes agree.

The proof computes the derivative of the left side of the mixing relation (`hL`) and of the right side (`hR`). The lemma `congr_of_eventuallyEq` uses `hmix` to transfer the derivative in `hR` to the left-hand function. That function now has two derivatives at $R$, and `HasDerivAt.unique` says that they are equal. The result, `key`, is the differentiated mixing relation, and multiplying it by $-1/2$ gives the Hellmann–Feynman form.

## Eliminating the angle and checking the sweep

In `derivativeCoupling_formula`, `hden` shows that the denominator is nonzero, and `hF` is the Hellmann–Feynman relation with its matrix element written out. The `generalize` steps replace $\sin2\theta$ and $\cos2\theta$ by plain variables `s` and `c`, which leaves an algebraic problem. Then `h1`, `h2` and `h3` are the identities $(2E)^2=\Delta^2+4g^2$, $2E\cos2\theta=\Delta$ and $2E\sin2\theta=2g$, and the last line combines them with `hF` as in the derivation. `derivativeCoupling_resonance` substitutes $\Delta=0$ and simplifies.

`sweepAngle_witness` proves that the arctangent angle is differentiable and obeys the mixing relation, using the closed forms for the sine and cosine of an arctangent. `linear_sweep_coupling` feeds this angle into the general formula with $\Delta'=\alpha$ and $g'=0$.
